# Mott's low-temperature thermopower formula under a linear bound on the transport function

Q: You hold the transport function G(E) and the chemical potential m fixed while the temperature falls. In a real metal both can drift. What physics is left?

A: Non-interacting carriers that scatter elastically, with no phonon drag. T is the thermal energy, Boltzmann's constant times temperature, and x = (E − m)/T is the reduced energy. A kernel K(x) describes the thermal window.

```lean
import Mathlib

open MeasureTheory Filter Topology Set

namespace MottThermopower

noncomputable section

/-- A thermal kernel in the reduced energy `x = (E - m) / T`: even, integrable with
integral one, and with finite second moment. -/
structure IsThermalKernel (K : ℝ → ℝ) : Prop where
  even : ∀ x, K (-x) = K x
  integrable : Integrable K
  normalised : ∫ x, K x = 1
  second : Integrable fun x => x ^ 2 * K x
```

K is even, has integral 1, and has a finite second moment c = ∫ x² K(x) dx. A physical window is also nonnegative, but the proof does not need that.

Q: Where is the thermopower?

A: It is a quotient of two integrals over the real line:

L₀(T) = ∫ G(m + Tx) K(x) dx

L₁(T) = ∫ x G(m + Tx) K(x) dx

S(T) = L₁(T) / L₀(T)

In Lean these are `conductance`, `heatMoment` and `thermopower`. S is in units of k_B/q, where q is the signed charge of the particles whose energy is E. If E is an electron energy, q is negative, even in a p-type material.

```lean
/-- Conductance at chemical potential `m` and thermal energy `T`: the transport function `G`
averaged over the thermal window. -/
def conductance (K G : ℝ → ℝ) (m T : ℝ) : ℝ := ∫ x, G (m + T * x) * K x

/-- The integral over the thermal window of the transport function times the reduced energy `x`,
measured relative to `m`. -/
def heatMoment (K G : ℝ → ℝ) (m T : ℝ) : ℝ := ∫ x, x * G (m + T * x) * K x

/-- Thermopower in units of Boltzmann's constant over the carrier charge, for nonzero
conductance. -/
def thermopower (K G : ℝ → ℝ) (m T : ℝ) : ℝ := heatMoment K G m T / conductance K G m T
```

For a Fermi gas the window comes from the Fermi function f(x) = 1/(eˣ + 1):

```lean
/-- The Fermi function of the reduced energy. -/
def fermi (x : ℝ) : ℝ := 1 / (Real.exp x + 1)

/-- The thermal window of a Fermi gas, in its symmetric form. -/
def fermiKernel (x : ℝ) : ℝ := 1 / (2 + Real.exp x + Real.exp (-x))
```

Q: A constant G should give no thermopower. Does it?

A: Yes. Since |x| ≤ 1 + x², the function x K(x) is integrable. It is odd, so its integral equals its own negative and vanishes.

```lean
/-- A thermal kernel has an integrable first moment, and this moment vanishes. -/
theorem first_moment {K : ℝ → ℝ} (hK : IsThermalKernel K) :
    Integrable (fun x => x * K x) ∧ ∫ x, x * K x = 0 := by
  constructor
  · refine Integrable.mono' (g := fun x => ‖K x‖ + ‖x ^ 2 * K x‖)
      (hK.integrable.norm.add hK.second.norm)
      (measurable_id.aestronglyMeasurable.mul hK.integrable.1) (ae_of_all _ fun x => ?_)
    have h : |x| ≤ 1 + x ^ 2 := by nlinarith [sq_nonneg (|x| - 1), sq_abs x, abs_nonneg x]
    simp only [Real.norm_eq_abs, abs_mul, abs_pow, sq_abs]
    nlinarith [mul_le_mul_of_nonneg_right h (abs_nonneg (K x))]
  · have h := integral_neg_eq_self (fun x => x * K x) volume
    simp only [hK.even, neg_mul, integral_neg] at h
    linarith
```

Q: And the denominator? You can't just set T = 0 under the integral.

A: That step uses the hypothesis `hC`, with a constant C that does not depend on E:

|G(E) − G(m)| ≤ C |E − m| for all E.

It limits how strongly carriers far from m can contribute. For 0 < T < 1 it gives

|G(m + Tx) K(x)| ≤ |G(m)| |K(x)| + C |x K(x)|,

which is integrable and independent of T. The bound also makes G continuous at m, so the integrand tends to G(m) K(x) and L₀(T) → G(m).

```lean
/-- For a thermal kernel, if `G` is measurable and deviates from `G m` at most linearly in the
distance from `m`, the conductance tends to `G m` as the temperature goes to zero. -/
theorem conductance_tendsto {K G : ℝ → ℝ} {m C : ℝ} (hK : IsThermalKernel K)
    (hG : Measurable G) (hC : ∀ E, |G E - G m| ≤ C * |E - m|) :
    Tendsto (conductance K G m) (𝓝[>] 0) (𝓝 (G m)) := by
  have hC0 : 0 ≤ C := by
    have h := (abs_nonneg _).trans (hC (m + 1))
    simpa using h
  have hcont : Tendsto G (𝓝 m) (𝓝 (G m)) := by
    rw [tendsto_iff_dist_tendsto_zero]
    have h : Continuous fun E => C * |E - m| := by fun_prop
    have hz : Tendsto (fun E => C * |E - m|) (𝓝 m) (𝓝 0) := by simpa using h.tendsto m
    exact squeeze_zero (fun _ => dist_nonneg)
      (fun E => (Real.dist_eq (G E) (G m)).trans_le (hC E)) hz
  have hlim : ∫ x, G m * K x = G m := by rw [integral_const_mul, hK.normalised, mul_one]
  rw [← hlim]
  refine tendsto_integral_filter_of_dominated_convergence
    (fun x => |G m| * ‖K x‖ + C * ‖x * K x‖) ?_ ?_
    ((hK.integrable.norm.const_mul _).add ((first_moment hK).1.norm.const_mul _)) ?_
  · exact Eventually.of_forall fun T =>
      (hG.comp (by fun_prop : Measurable fun x : ℝ => m + T * x)).aestronglyMeasurable.mul
        hK.integrable.1
  · filter_upwards [Ioo_mem_nhdsGT (zero_lt_one' ℝ)] with T hT
    refine ae_of_all _ fun x => ?_
    have h1 := hC (m + T * x)
    rw [add_sub_cancel_left, abs_mul, abs_of_pos hT.1] at h1
    have h2 : C * (T * |x|) ≤ C * |x| :=
      mul_le_mul_of_nonneg_left (by nlinarith [abs_nonneg x, hT.2]) hC0
    have h3 : |G (m + T * x)| ≤ |G m| + C * |x| := by
      linarith [abs_sub_abs_le_abs_sub (G (m + T * x)) (G m)]
    simp only [Real.norm_eq_abs, abs_mul]
    nlinarith [mul_le_mul_of_nonneg_right h3 (abs_nonneg (K x))]
  · refine ae_of_all _ fun x => Tendsto.mul_const _ (hcont.comp ?_)
    have h : Continuous fun T : ℝ => m + T * x := by fun_prop
    simpa using (h.tendsto 0).mono_left nhdsWithin_le_nhds
```

Q: The numerator tends to zero, so there you need a rate.

A: Because the first moment vanishes, G(m) can be subtracted for free:

L₁(T)/T = ∫ x · [G(m + Tx) − G(m)]/T · K(x) dx.

The integrand is at most C x² |K(x)| in size and tends to G'(m) x² K(x). Hence L₁(T)/T → c G'(m). In the code `D` is this integrand, `hbound` the estimate and `hsplit` the subtraction.

```lean
/-- For a thermal kernel, if `G` is measurable, differentiable at `m`, and deviates from `G m` at
most linearly, the heat moment over thermal energy tends to the second moment of the kernel times
the slope of `G` at `m`, as the thermal energy falls to zero. -/
theorem heatMoment_tendsto {K G : ℝ → ℝ} {m C G' : ℝ} (hK : IsThermalKernel K)
    (hG : Measurable G) (hC : ∀ E, |G E - G m| ≤ C * |E - m|) (hd : HasDerivAt G G' m) :
    Tendsto (fun T => heatMoment K G m T / T) (𝓝[>] 0) (𝓝 ((∫ x, x ^ 2 * K x) * G')) := by
  let D : ℝ → ℝ → ℝ := fun T x => x * (T⁻¹ * (G (m + T * x) - G m)) * K x
  have hmeas : ∀ T, AEStronglyMeasurable (D T) volume := fun T =>
    (measurable_id.mul (((hG.comp (by fun_prop : Measurable fun x : ℝ => m + T * x)).sub_const
      (G m)).const_mul T⁻¹)).aestronglyMeasurable.mul hK.integrable.1
  have hbound : ∀ T, 0 < T → ∀ x, ‖D T x‖ ≤ C * ‖x ^ 2 * K x‖ := by
    intro T hT x
    have h1 := hC (m + T * x)
    rw [add_sub_cancel_left, abs_mul, abs_of_pos hT] at h1
    have h2 : T⁻¹ * |G (m + T * x) - G m| ≤ C * |x| := by
      rw [inv_mul_le_iff₀ hT]
      linarith
    simp only [D, Real.norm_eq_abs, abs_mul, abs_inv, abs_of_pos hT, abs_pow]
    nlinarith [mul_le_mul_of_nonneg_left h2 (mul_nonneg (abs_nonneg x) (abs_nonneg (K x)))]
  have hb := hK.second.norm.const_mul C
  -- evenness lets us subtract the constant `G m`
  have hsplit : ∀ T, 0 < T → ∫ x, D T x = heatMoment K G m T / T := by
    intro T hT
    have hD : Integrable (D T) := hb.mono' (hmeas T) (ae_of_all _ (hbound T hT))
    have h : heatMoment K G m T = ∫ x, (T * D T x + G m * (x * K x)) := by
      refine integral_congr_ae (ae_of_all _ fun x => ?_)
      simp only [D]
      field_simp
      ring
    rw [h, integral_add (hD.const_mul T) ((first_moment hK).1.const_mul _),
      integral_const_mul, integral_const_mul, (first_moment hK).2, mul_zero, add_zero,
      mul_div_cancel_left₀ _ hT.ne']
  have hlim : ∫ x, x * (G' * x) * K x = (∫ x, x ^ 2 * K x) * G' := by
    rw [← integral_mul_const]
    exact integral_congr_ae (ae_of_all _ fun x => by ring)
  rw [← hlim]
  refine Tendsto.congr' (f₁ := fun T => ∫ x, D T x)
    (by filter_upwards [self_mem_nhdsWithin] with T hT using hsplit T hT) ?_
  refine tendsto_integral_filter_of_dominated_convergence _ (Eventually.of_forall hmeas)
    (by filter_upwards [self_mem_nhdsWithin] with T hT using ae_of_all _ (hbound T hT)) hb
    (ae_of_all _ fun x => ?_)
  have h0 : HasDerivAt G G' (m + 0 * x) := by simpa using hd
  have h := (h0.comp (0 : ℝ) ((hasDerivAt_mul_const x).const_add m)).tendsto_slope_zero_right
  simp only [Function.comp_apply, zero_add, zero_mul, add_zero, smul_eq_mul] at h
  exact (h.const_mul x).mul_const (K x)
```

Q: What does Lean need before it will exchange limit and integral?

A: The proof turns on `tendsto_integral_filter_of_dominated_convergence`. It works along a filter, here `𝓝[>] 0`, meaning T → 0 through positive values, so no sequence of temperatures has to be chosen. It asks for measurable integrands, an integrable bound, and a pointwise limit. Measurability and the bound are needed only eventually, which is why we may assume T > 0, or T < 1. For the denominator the pointwise limit is continuity of G at m. For the numerator it comes from differentiating T ↦ G(m + Tx) at T = 0. The derivative is G'(m) x, and x = 0 needs no separate case.

Q: Then Mott's formula is the quotient?

A: Yes, provided G(m) ≠ 0:

S(T)/T → c G'(m)/G(m).

`HasDerivAt G G' m` says that the number `G'` is the derivative at m. Away from m, G may even jump.

```lean
/-- **Mott's formula** for a thermal kernel: if `G` is measurable, differentiable and nonzero at
`m`, and deviates from `G m` at most linearly, then thermopower over thermal energy tends to the
second moment of the kernel times the logarithmic slope of `G` at `m`, as the thermal energy falls
to zero. -/
theorem mott_formula {K G : ℝ → ℝ} {m C G' : ℝ} (hK : IsThermalKernel K)
    (hG : Measurable G) (hC : ∀ E, |G E - G m| ≤ C * |E - m|) (hd : HasDerivAt G G' m)
    (h0 : G m ≠ 0) :
    Tendsto (fun T => thermopower K G m T / T) (𝓝[>] 0)
      (𝓝 ((∫ x, x ^ 2 * K x) * G' / G m)) :=
  ((heatMoment_tendsto hK hG hC hd).div (conductance_tendsto hK hG hC) h0).congr
    fun _ => div_right_comm _ _ _
```

Q: So far c is just a number. Where does π²/3 come from?

A: First, the kernel is the right one:

−f'(x) = eˣ/(eˣ + 1)² = 1/(2 + eˣ + e⁻ˣ).

```lean
/-- The Fermi kernel is minus the derivative of the Fermi function. -/
theorem hasDerivAt_fermi (x : ℝ) : HasDerivAt fermi (-fermiKernel x) x := by
  have h : HasDerivAt (fun y => 1 / (Real.exp y + 1)) _ x :=
    (hasDerivAt_const x (1 : ℝ)).fun_div ((Real.hasDerivAt_exp x).add_const 1) (by positivity)
  refine h.congr_deriv ?_
  have hp : Real.exp x * Real.exp (-x) = 1 := by rw [← Real.exp_add]; simp
  have hk : fermiKernel x = Real.exp x / (Real.exp x + 1) ^ 2 := by
    rw [fermiKernel, div_eq_div_iff (by positivity) (by positivity)]
    linear_combination -hp
  rw [hk]
  ring
```

It is even, and its integral is f(−∞) − f(∞) = 1. Its exponential tails make the second moment finite; Lean bounds (1 + x²) K(x) by 256/(1 + x²).

```lean
/-- The Fermi kernel is a thermal kernel. -/
theorem fermiKernel_isThermalKernel : IsThermalKernel fermiKernel := by
  have key : ∀ p : ℝ → ℝ, Continuous p → (∀ x, |p x| ≤ 1 + x ^ 2) →
      Integrable fun x => p x * fermiKernel x := by
    intro p hp hle
    have hc : Continuous fermiKernel :=
      continuous_const.div (by fun_prop) (fun x => by positivity)
    refine (integrable_inv_one_add_sq.const_mul 256).mono' (hp.mul hc).aestronglyMeasurable
      (ae_of_all _ fun x => ?_)
    -- the exponential tail beats the fourth power
    have h1 : 1 + |x| / 4 ≤ Real.exp (|x| / 4) := by linarith [Real.add_one_le_exp (|x| / 4)]
    have h2 : (1 + |x| / 4) ^ 4 ≤ Real.exp |x| := calc
      _ ≤ Real.exp (|x| / 4) ^ 4 := by gcongr
      _ = _ := by rw [← Real.exp_nat_mul]; congr 1; push_cast; ring
    have h3 : 1 + x ^ 2 ≤ 16 * (1 + |x| / 4) ^ 2 := by nlinarith [sq_abs x, abs_nonneg x]
    have h4 : (1 + x ^ 2) ^ 2 ≤ (16 * (1 + |x| / 4) ^ 2) ^ 2 := by gcongr
    have h5 : Real.exp |x| ≤ Real.exp x + Real.exp (-x) := by
      rcases abs_cases x with ⟨h, _⟩ | ⟨h, _⟩ <;> rw [h] <;>
        linarith [Real.exp_pos x, Real.exp_pos (-x)]
    have hpos : 0 < fermiKernel x := by unfold fermiKernel; positivity
    rw [norm_mul, Real.norm_eq_abs, Real.norm_eq_abs, abs_of_pos hpos]
    refine (mul_le_mul_of_nonneg_right (hle x) hpos.le).trans ?_
    rw [fermiKernel, mul_one_div, ← div_eq_mul_inv,
      div_le_div_iff₀ (by positivity) (by positivity)]
    linarith
  have hint : Integrable fermiKernel := by
    simpa using key (fun _ => 1) continuous_const
      (fun x => by rw [abs_one]; linarith [sq_nonneg x])
  refine ⟨fun x => by simp only [fermiKernel, neg_neg]; ring, hint, ?_,
    key (fun x => x ^ 2) (by fun_prop) (fun x => by rw [abs_of_nonneg (sq_nonneg x)]; linarith)⟩
  have hbot : Tendsto (fun x => 1 / (Real.exp x + 1)) atBot (𝓝 (1 / (0 + 1))) :=
    tendsto_const_nhds.div (Real.tendsto_exp_atBot.add_const 1) (by norm_num)
  have htop : Tendsto (fun x => 1 / (Real.exp x + 1)) atTop (𝓝 0) :=
    tendsto_const_nhds.div_atTop (tendsto_atTop_add_const_right _ 1 Real.tendsto_exp_atTop)
  have h := integral_of_hasDerivAt_of_tendsto hasDerivAt_fermi hint.neg hbot htop
  rw [integral_neg, show (1 : ℝ) / (0 + 1) = 1 by norm_num] at h
  linarith
```

Next comes an alternating sum. Adding Σ 1/n² = π²/6 to Σ (−1)ⁿ/n² cancels the odd terms and doubles the even ones, leaving 2 Σ 1/(2k)² = π²/12. Therefore

Σ (−1)ⁿ/n² = π²/12 − π²/6 = −π²/12.

Lean's sum starts at n = 0, where division by zero returns 0 and adds nothing.

```lean
/-- The sum of `(-1) ^ n / n ^ 2` over the natural numbers is `-π² / 12`; the term at `n = 0` is
zero because Lean sets division by zero to zero. -/
theorem alternating_sum :
    HasSum (fun n : ℕ => (-1 : ℝ) ^ n / (n : ℝ) ^ 2) (-(Real.pi ^ 2 / 12)) := by
  let f : ℕ → ℝ := fun n => (-1 : ℝ) ^ n / (n : ℝ) ^ 2 + 1 / (n : ℝ) ^ 2
  have he : HasSum (fun k => f (2 * k)) (1 / 2 * (Real.pi ^ 2 / 6)) := by
    refine (hasSum_zeta_two.mul_left (1 / 2)).congr_fun ?_
    intro k
    simp only [f, pow_mul, neg_one_sq, one_pow]
    push_cast
    ring
  have ho : HasSum (fun k => f (2 * k + 1)) 0 := by
    have h : (fun k => f (2 * k + 1)) = fun _ => 0 := by
      funext k
      simp only [f]
      rw [pow_succ (-1 : ℝ) (2 * k), pow_mul, neg_one_sq, one_pow]
      ring
    rw [h]
    exact hasSum_zero
  have h := (he.even_add_odd ho).sub hasSum_zeta_two
  rw [show -(Real.pi ^ 2 / 12) = 1 / 2 * (Real.pi ^ 2 / 6) + 0 - Real.pi ^ 2 / 6 by ring]
  exact h.congr_fun fun n => by simp [f]
```

For x > 0, expand in powers of −e⁻ˣ:

K(x) = −Σ (−1)ⁿ n e⁻ⁿˣ, n ≥ 1.

Since ∫₀^∞ x² e⁻ⁿˣ dx = 2/n³, the absolute values of the terms integrate to 2/n², which is summable, so term-by-term integration is allowed. The half-line gives −2 · (−π²/12) = π²/6, and evenness doubles it to π²/3.

```lean
/-- The second moment of the Fermi kernel is `π² / 3`. -/
theorem fermiKernel_second_moment : ∫ x, x ^ 2 * fermiKernel x = Real.pi ^ 2 / 3 := by
  have hL : ∀ r : ℝ, 0 < r →
      ∫ x in Ioi (0 : ℝ), x ^ 2 * Real.exp (-(r * x)) = (1 / r) ^ 3 * 2 := by
    intro r hr
    have hg : Real.Gamma 3 = 2 := by
      rw [show (3 : ℝ) = ((2 : ℕ) : ℝ) + 1 by norm_num, Real.Gamma_nat_eq_factorial]
      norm_num [Nat.factorial]
    have h := Real.integral_rpow_mul_exp_neg_mul_Ioi (a := 3) (by norm_num) hr
    rw [hg, show (3 : ℝ) - 1 = ((2 : ℕ) : ℝ) by norm_num,
      show (3 : ℝ) = ((3 : ℕ) : ℝ) by norm_num] at h
    simpa only [Real.rpow_natCast] using h
  let F : ℕ → ℝ → ℝ := fun n x => ((-1) ^ n * n) * (x ^ 2 * Real.exp (-(n * x)))
  have hI : ∀ n, Integrable (F n) (volume.restrict (Ioi 0)) := by
    intro n
    rcases Nat.eq_zero_or_pos n with rfl | hn
    · simp [F]
    · have hr : (0 : ℝ) < n := by exact_mod_cast hn
      refine Integrable.const_mul ?_ _
      by_contra hc
      have h := integral_undef hc
      rw [hL n hr] at h
      have : 0 < (1 / (n : ℝ)) ^ 3 * 2 := by positivity
      linarith
  have hv : ∀ (n : ℕ) (s : ℝ), ∫ x in Ioi (0 : ℝ), (s * n) * (x ^ 2 * Real.exp (-(n * x)))
      = 2 * (s / (n : ℝ) ^ 2) := by
    intro n s
    rcases Nat.eq_zero_or_pos n with rfl | hn
    · simp
    · have hr : (0 : ℝ) < n := by exact_mod_cast hn
      rw [integral_const_mul, hL n hr]
      field_simp
  have hN : Summable fun n => ∫ x in Ioi (0 : ℝ), ‖F n x‖ := by
    refine (hasSum_zeta_two.summable.mul_left 2).congr fun n => ?_
    rw [← hv n 1]
    refine integral_congr_ae (ae_of_all _ fun x => ?_)
    simp [F]
  -- expand the kernel in powers of `-exp (-x)` and integrate term by term
  have hs := hasSum_integral_of_summable_integral_norm hI hN
  have hk : ∫ x in Ioi (0 : ℝ), ∑' n, F n x
      = ∫ x in Ioi (0 : ℝ), -(x ^ 2 * fermiKernel x) := by
    refine setIntegral_congr_fun measurableSet_Ioi fun x hx => ?_
    have hr : ‖-Real.exp (-x)‖ < 1 := by
      rw [norm_neg, Real.norm_eq_abs, Real.abs_exp, Real.exp_lt_one_iff]
      exact neg_lt_zero.mpr hx
    have h := (hasSum_coe_mul_geometric_of_norm_lt_one hr).mul_left (x ^ 2)
    have hF : (fun n => F n x) = fun n : ℕ => x ^ 2 * (n * (-Real.exp (-x)) ^ n) := by
      funext n
      simp only [F]
      rw [neg_pow (Real.exp (-x)), ← Real.exp_nat_mul, mul_neg]
      ring
    have hp : Real.exp x * Real.exp (-x) = 1 := by rw [← Real.exp_add]; simp
    have hq : fermiKernel x = Real.exp (-x) / (1 + Real.exp (-x)) ^ 2 := by
      rw [fermiKernel, div_eq_div_iff (by positivity) (by positivity)]
      linear_combination -hp
    change ∑' n, F n x = -(x ^ 2 * fermiKernel x)
    rw [hF, h.tsum_eq, hq, sub_neg_eq_add]
    ring
  have hu := hs.unique ((alternating_sum.mul_left 2).congr_fun fun n => hv n ((-1) ^ n))
  rw [hk, integral_neg] at hu
  have ha : ∀ x, fermiKernel |x| = fermiKernel x := by
    intro x
    rcases abs_cases x with ⟨h, _⟩ | ⟨h, _⟩ <;> rw [h]
    exact fermiKernel_isThermalKernel.even x
  have h := integral_comp_abs (f := fun x => x ^ 2 * fermiKernel x)
  simp only [sq_abs, ha] at h
  linarith
```

Q: Which conductors does the final theorem leave out?

A: Those with G(m) = 0, such as an insulator with m in the gap; those whose G is not differentiable at m, such as a step in transmission exactly there; and those whose G breaks the linear bound, for instance by growing like E^(3/2), as for free electrons in three dimensions with a constant relaxation time. In that last case, with m > 0, Mott's formula still holds, but this theorem does not cover it. A bounded transmission function differentiable at m does satisfy the linear bound. For such a non-interacting junction with G(m) ≠ 0, the theorem supplies a low-temperature limit for testing a numerically integrated thermopower, though no error estimate at finite T.

```lean
/-- **Mott's formula** for a Fermi gas: if `G` is measurable, differentiable and nonzero at `m`, and
deviates from `G m` at most linearly, then thermopower over thermal energy tends to `π² / 3` times
the logarithmic slope of `G` at `m`, as the thermal energy falls to zero. -/
theorem mott_formula_fermi {G : ℝ → ℝ} {m C G' : ℝ} (hG : Measurable G)
    (hC : ∀ E, |G E - G m| ≤ C * |E - m|) (hd : HasDerivAt G G' m) (h0 : G m ≠ 0) :
    Tendsto (fun T => thermopower fermiKernel G m T / T) (𝓝[>] 0)
      (𝓝 (Real.pi ^ 2 / 3 * G' / G m)) := by
  rw [← fermiKernel_second_moment]
  exact mott_formula fermiKernel_isThermalKernel hG hC hd h0

end

end MottThermopower
```

```lean
#print axioms MottThermopower.mott_formula_fermi
```

```
'MottThermopower.mott_formula_fermi' depends on axioms: [propext, Classical.choice, Quot.sound]
```
